# The heat capacity of a finite spectrum of width $W$ is at most $W^2/(4T^2)$

If finitely many energy levels all lie in an interval of width $W$, their Gibbs energy variance is at most $W^2/4$ at every temperature. In units where Boltzmann's constant is one, the heat capacity therefore satisfies
$$0 \le C(T) \le \frac{W^2}{4T^2}\qquad (T\neq 0),$$
and it tends to zero as $T$ grows. The levels are fixed numbers that do not depend on temperature.

## Why a bounded spectrum stops absorbing heat

A system in equilibrium absorbs heat by moving probability to higher levels. If there is a highest level, this process saturates: at high temperature all energy eigenstates are nearly equally likely, and raising the temperature further changes the mean energy very little. The bound makes this quantitative using only the width of the spectrum.

For a Hamiltonian diagonalised in a finite basis, with levels independent of temperature, the computed heat capacity must therefore vanish at high temperature, even if that of the untruncated system does not. The one-dimensional harmonic oscillator is an example: with all its levels kept, its heat capacity tends to one as the temperature grows.

## Levels, weights and response

Let $E_i$ be the levels, with $i$ running over a finite nonempty index set of $n$ elements. At inverse temperature $b$, define
$$Z(b)=\sum_i e^{-bE_i},\qquad w_i(b)=\frac{e^{-bE_i}}{Z(b)},\qquad U(b)=\sum_i w_i(b)E_i,$$
$$\mathrm{Var}(b)=\sum_i w_i(b)\,(E_i-U(b))^2,\qquad C(T)=\frac{d}{dT}\,U(1/T).$$

In Lean the spectrum is a function `E : ι → ℝ`, and the index type `ι` is finite and nonempty. Indices label states, so a degenerate level appears as a repeated value. The quantities above are `partitionFunction`, `weight`, `meanEnergy`, `variance` and `heatCapacity`.

The heat capacity is defined as a response, the derivative of the mean energy, so its relation to the variance is a theorem. That theorem concerns the static response of the energy to temperature; it says nothing about time-dependent perturbations.

The hypothesis `∀ i, a ≤ E i ∧ E i ≤ a + W` places every level in $[a,a+W]$. It makes $W$ nonnegative, and the sharpest choice of $W$ is the highest level minus the lowest. The variance bound holds for every real $b$, and the heat capacity bound for every $T\neq0$, so negative temperatures are included. The limits concern $T\to+\infty$ and need no interval hypothesis. Infinite spectra, continuous spectra and the thermodynamic limit are not covered.

## The variance bound as an exact identity

The weights are positive and sum to one, because $Z(b)$ is a nonempty sum of positive terms. Let $m=a+W/2$ be the midpoint of the interval. For each level,
$$(E_i-a)(a+W-E_i)=\frac{W^2}{4}-(E_i-m)^2 .$$
Writing $E_i-m=(E_i-U)+(U-m)$ and averaging, the cross term vanishes because $\sum_i w_i(E_i-U)=0$. Thus
$$\sum_i w_i(E_i-m)^2=\mathrm{Var}+(U-m)^2 .$$
Averaging the first equation and rearranging gives
$$\mathrm{Var}=\frac{W^2}{4}-(U-m)^2-\sum_i w_i(E_i-a)(a+W-E_i).$$

This identity holds for any real $a$ and $W$. When the levels lie in the interval, both subtracted terms are nonnegative, so $\mathrm{Var}\le W^2/4$.

Equality requires both terms to vanish. Since every $w_i$ is positive, the last sum vanishes only if each level equals $a$ or $a+W$; the square vanishes only if $U=m$. Conversely, these two conditions give equality.

## From fluctuations to heat capacity

Differentiating the partition function gives
$$Z'(b)=-\sum_i E_i e^{-bE_i}=-U(b)Z(b).$$
The quotient rule then gives
$$w_i'=\frac{-E_i e^{-bE_i}}{Z}+\frac{e^{-bE_i}\,UZ}{Z^2}=w_i(U-E_i).$$
Hence
$$U'(b)=\sum_i w_i(U-E_i)E_i=U^2-\sum_i w_iE_i^2=-\mathrm{Var}(b).$$
With $b=1/T$ and $db/dT=-1/T^2$, the chain rule yields
$$C(T)=\frac{\mathrm{Var}(1/T)}{T^2}.$$
The variance is nonnegative and at most $W^2/4$, which gives both sides of the heat capacity bound.

For the high-temperature limit, note that $w_i(0)=1/n$. The variance is continuous in $b$, so
$$T^2C(T)=\mathrm{Var}(1/T)\longrightarrow \frac1n\sum_i(E_i-\bar E)^2,\qquad \bar E=\frac1n\sum_j E_j .$$
Multiplying this finite limit by $T^{-2}\to0$ gives $C(T)\to0$.

## One level and two levels

A single level has $U=E$ and zero variance at every temperature. Its heat capacity is zero, and the bound with $W=0$ is an equality.

For two nondegenerate levels $a$ and $a+W$, let $p=1/(1+e^{W/T})$ be the probability of the level $a+W$. Then
$$C(T)=\frac{W^2}{T^2}\,p(1-p).$$
As $T$ grows, $p\to1/2$ and $T^2C(T)\to W^2/4$. For $W>0$ this shows that no constant smaller than $1/4$ would serve in a bound valid for all finite spectra and all nonzero temperatures.

## A Hermitian matrix in place of a list of levels

The system could also be modelled by a Hermitian matrix $H$ with density matrix $e^{-bH}/\operatorname{Tr}e^{-bH}$. The interval hypothesis would become the operator inequality $a\le H\le a+W$, and the averages would become traces. Diagonalising $H$ would reduce them to the sums used here, at the cost of an additional appeal to the spectral theorem. The list of levels starts after that diagonalisation and keeps only what the energy statistics need.

## The definitions and theorems in Lean

```lean
import Mathlib

open Filter Topology

namespace GibbsHeatCapacityBound

noncomputable section

variable {ι : Type*} [Fintype ι]

/-- The partition function of the levels `E` at inverse temperature `b`. -/
def partitionFunction (E : ι → ℝ) (b : ℝ) : ℝ := ∑ i, Real.exp (-b * E i)

/-- The Gibbs probability of level `i` at inverse temperature `b`. -/
def weight (E : ι → ℝ) (b : ℝ) (i : ι) : ℝ :=
  Real.exp (-b * E i) / partitionFunction E b

/-- The Gibbs mean energy at inverse temperature `b`. -/
def meanEnergy (E : ι → ℝ) (b : ℝ) : ℝ := ∑ i, weight E b i * E i

/-- The Gibbs variance of the energy at inverse temperature `b`. -/
def variance (E : ι → ℝ) (b : ℝ) : ℝ :=
  ∑ i, weight E b i * (E i - meanEnergy E b) ^ 2

/-- The heat capacity: the derivative of the mean energy with respect to the
temperature `T`, in units where Boltzmann's constant is one. -/
def heatCapacity (E : ι → ℝ) (T : ℝ) : ℝ := deriv (fun t => meanEnergy E t⁻¹) T

variable [Nonempty ι]

/-- The partition function and all Gibbs weights are positive, and the weights sum to one. -/
theorem gibbs_normalised (E : ι → ℝ) (b : ℝ) :
    0 < partitionFunction E b ∧ (∀ i, 0 < weight E b i) ∧ ∑ i, weight E b i = 1 := by
  have hZ : 0 < partitionFunction E b :=
    Finset.sum_pos (fun i _ => Real.exp_pos _) Finset.univ_nonempty
  refine ⟨hZ, fun i => div_pos (Real.exp_pos _) hZ, ?_⟩
  unfold weight
  rw [← Finset.sum_div]
  exact div_self hZ.ne'

/-- The energy variance equals `W²/4`, minus the squared distance of the mean energy from
the midpoint of `[a, a + W]`, minus the Gibbs mean of `(E - a)(a + W - E)`. -/
theorem variance_identity (E : ι → ℝ) (b a W : ℝ) :
    variance E b = W ^ 2 / 4 - (meanEnergy E b - (a + W / 2)) ^ 2
      - ∑ i, weight E b i * ((E i - a) * (a + W - E i)) := by
  have h1 := (gibbs_normalised E b).2.2
  have hU : ∑ i, weight E b i * E i = meanEnergy E b := rfl
  -- the quadratic terms in the energy cancel in the sum of the two averages
  have key : variance E b + ∑ i, weight E b i * ((E i - a) * (a + W - E i))
      = (2 * a + W - 2 * meanEnergy E b) * ∑ i, weight E b i * E i
        + (meanEnergy E b ^ 2 - a * (a + W)) * ∑ i, weight E b i := by
    unfold variance
    rw [Finset.mul_sum, Finset.mul_sum, ← Finset.sum_add_distrib, ← Finset.sum_add_distrib]
    refine Finset.sum_congr rfl fun i _ => ?_
    ring
  rw [hU, h1] at key
  linear_combination key

/-- If all levels lie in an interval of width `W`, the Gibbs energy variance is at most
`W²/4` at every inverse temperature. -/
theorem variance_le (E : ι → ℝ) (a W : ℝ) (h : ∀ i, a ≤ E i ∧ E i ≤ a + W) (b : ℝ) :
    variance E b ≤ W ^ 2 / 4 := by
  have hS : 0 ≤ ∑ i, weight E b i * ((E i - a) * (a + W - E i)) :=
    Finset.sum_nonneg fun i _ => mul_nonneg ((gibbs_normalised E b).2.1 i).le
      (mul_nonneg (sub_nonneg.2 (h i).1) (sub_nonneg.2 (h i).2))
  have hid := variance_identity E b a W
  linarith [sq_nonneg (meanEnergy E b - (a + W / 2))]

/-- For levels in `[a, a + W]`, the variance equals `W²/4` exactly when every level sits at
an edge of the interval and the mean energy is its midpoint. -/
theorem variance_eq_iff (E : ι → ℝ) (a W : ℝ) (h : ∀ i, a ≤ E i ∧ E i ≤ a + W) (b : ℝ) :
    variance E b = W ^ 2 / 4 ↔
      (∀ i, E i = a ∨ E i = a + W) ∧ meanEnergy E b = a + W / 2 := by
  have hp := (gibbs_normalised E b).2.1
  have hn : ∀ i, 0 ≤ weight E b i * ((E i - a) * (a + W - E i)) := fun i =>
    mul_nonneg (hp i).le (mul_nonneg (sub_nonneg.2 (h i).1) (sub_nonneg.2 (h i).2))
  have hS : 0 ≤ ∑ i, weight E b i * ((E i - a) * (a + W - E i)) :=
    Finset.sum_nonneg fun i _ => hn i
  have hid := variance_identity E b a W
  have hsq := sq_nonneg (meanEnergy E b - (a + W / 2))
  constructor
  · intro heq
    -- both nonnegative deficits must vanish
    have hS0 : ∑ i, weight E b i * ((E i - a) * (a + W - E i)) = 0 := by linarith
    have hq0 : (meanEnergy E b - (a + W / 2)) ^ 2 = 0 := by linarith
    refine ⟨fun i => ?_, sub_eq_zero.1 (pow_eq_zero_iff (two_ne_zero)|>.1 hq0)⟩
    have hi := (Finset.sum_eq_zero_iff_of_nonneg (fun i _ => hn i)).1 hS0 i (Finset.mem_univ i)
    rcases mul_eq_zero.1 hi with h0 | h0
    · exact absurd h0 (hp i).ne'
    · rcases mul_eq_zero.1 h0 with h0 | h0
      · left; linarith
      · right; linarith
  · rintro ⟨hE, hU⟩
    have hS0 : ∑ i, weight E b i * ((E i - a) * (a + W - E i)) = 0 := by
      refine Finset.sum_eq_zero fun i _ => ?_
      rcases hE i with h0 | h0 <;> rw [h0] <;> ring
    rw [hid, hS0, hU]
    ring

/-- The derivative of the mean energy with respect to inverse temperature is minus the
energy variance. -/
theorem hasDerivAt_meanEnergy (E : ι → ℝ) (b : ℝ) :
    HasDerivAt (fun x => meanEnergy E x) (-variance E b) b := by
  obtain ⟨hZpos, -, h1⟩ := gibbs_normalised E b
  have hZ0 : partitionFunction E b ≠ 0 := hZpos.ne'
  have hB : ∀ i, HasDerivAt (fun x => Real.exp (-x * E i))
      (Real.exp (-b * E i) * (-E i)) b := fun i =>
    (((hasDerivAt_id' b).fun_neg.mul_const (E i)).exp).congr_deriv (by ring)
  -- the logarithmic derivative of the partition function is minus the mean energy
  have hZ : HasDerivAt (fun x => partitionFunction E x)
      (-(meanEnergy E b * partitionFunction E b)) b := by
    have h : HasDerivAt (fun x => ∑ i, Real.exp (-x * E i))
        (∑ i, Real.exp (-b * E i) * (-E i)) b := HasDerivAt.fun_sum fun i _ => hB i
    refine h.congr_deriv ?_
    unfold meanEnergy
    rw [Finset.sum_mul, ← Finset.sum_neg_distrib]
    refine Finset.sum_congr rfl fun i _ => ?_
    unfold weight
    field_simp
  have hw : ∀ i, HasDerivAt (fun x => weight E x i)
      (weight E b i * (meanEnergy E b - E i)) b := fun i => by
    refine ((hB i).fun_div hZ hZ0).congr_deriv ?_
    unfold weight
    field_simp
    ring
  have hsum : HasDerivAt (fun x => ∑ i, weight E x i * E i)
      (∑ i, weight E b i * (meanEnergy E b - E i) * E i) b :=
    HasDerivAt.fun_sum fun i _ => (hw i).mul_const (E i)
  refine hsum.congr_deriv ?_
  have hU : ∑ i, weight E b i * E i = meanEnergy E b := rfl
  have key : ∑ i, weight E b i * (meanEnergy E b - E i) * E i + variance E b
      = meanEnergy E b ^ 2 * ∑ i, weight E b i
        + (-meanEnergy E b) * ∑ i, weight E b i * E i := by
    unfold variance
    rw [Finset.mul_sum, Finset.mul_sum, ← Finset.sum_add_distrib, ← Finset.sum_add_distrib]
    refine Finset.sum_congr rfl fun i _ => ?_
    ring
  rw [hU, h1] at key
  linear_combination key

/-- Fluctuation-response relation: at nonzero temperature the heat capacity is the energy
variance divided by `T²`. -/
theorem heatCapacity_eq (E : ι → ℝ) {T : ℝ} (hT : T ≠ 0) :
    heatCapacity E T = variance E T⁻¹ / T ^ 2 := by
  have h : HasDerivAt (fun t => meanEnergy E t⁻¹) (-variance E T⁻¹ * -(T ^ 2)⁻¹) T :=
    HasDerivAt.comp T (hasDerivAt_meanEnergy E T⁻¹) (hasDerivAt_inv hT)
  unfold heatCapacity
  rw [h.deriv]
  ring

/-- If all levels lie in an interval of width `W`, the heat capacity at nonzero temperature
is nonnegative and at most `W²/(4T²)`. -/
theorem heatCapacity_le (E : ι → ℝ) (a W : ℝ) (h : ∀ i, a ≤ E i ∧ E i ≤ a + W)
    {T : ℝ} (hT : T ≠ 0) :
    0 ≤ heatCapacity E T ∧ heatCapacity E T ≤ W ^ 2 / (4 * T ^ 2) := by
  rw [heatCapacity_eq E hT]
  constructor
  · exact div_nonneg (Finset.sum_nonneg fun i _ =>
      mul_nonneg ((gibbs_normalised E T⁻¹).2.1 i).le (sq_nonneg _)) (sq_nonneg T)
  · rw [← div_div]
    exact div_le_div_of_nonneg_right (variance_le E a W h T⁻¹) (sq_nonneg T)

/-- As the temperature grows, `T² C(T)` tends to the variance of the levels under equal
weights. -/
theorem tendsto_sq_mul_heatCapacity (E : ι → ℝ) :
    Tendsto (fun T => T ^ 2 * heatCapacity E T) atTop
      (𝓝 ((∑ i, (E i - (∑ j, E j) / (Fintype.card ι : ℝ)) ^ 2) / (Fintype.card ι : ℝ))) := by
  have hw : ∀ i, Continuous (fun b => weight E b i) := fun i => by
    have hZ : Continuous (fun b => partitionFunction E b) := by
      unfold partitionFunction
      fun_prop
    have hB : Continuous (fun b : ℝ => Real.exp (-b * E i)) := by fun_prop
    exact hB.div hZ fun b => (gibbs_normalised E b).1.ne'
  have hU : Continuous (fun b => meanEnergy E b) :=
    continuous_finsetSum _ fun i _ => (hw i).mul continuous_const
  have hV : Continuous (fun b => variance E b) :=
    continuous_finsetSum _ fun i _ => (hw i).mul ((continuous_const.sub hU).pow 2)
  -- at zero inverse temperature all levels are equally likely
  have w0 : ∀ i, weight E 0 i = 1 / (Fintype.card ι : ℝ) := fun i => by
    simp [weight, partitionFunction]
  have U0 : meanEnergy E 0 = (∑ j, E j) / (Fintype.card ι : ℝ) := by
    unfold meanEnergy
    simp_rw [w0]
    rw [← Finset.mul_sum, one_div_mul_eq_div]
  have V0 : variance E 0
      = (∑ i, (E i - (∑ j, E j) / (Fintype.card ι : ℝ)) ^ 2) / (Fintype.card ι : ℝ) := by
    unfold variance
    rw [U0]
    simp_rw [w0]
    rw [← Finset.mul_sum, one_div_mul_eq_div]
  rw [← V0]
  refine ((hV.tendsto 0).comp tendsto_inv_atTop_zero).congr' ?_
  filter_upwards [eventually_ne_atTop (0 : ℝ)] with T hT
  rw [heatCapacity_eq E hT, Function.comp_apply]
  field_simp

/-- The heat capacity of any finite nonempty spectrum tends to zero as the temperature
grows. -/
theorem tendsto_heatCapacity_zero (E : ι → ℝ) :
    Tendsto (fun T => heatCapacity E T) atTop (𝓝 0) := by
  have h := (tendsto_sq_mul_heatCapacity E).mul
    ((tendsto_inv_atTop_zero (𝕜 := ℝ)).pow 2)
  rw [show (0 : ℝ) ^ 2 = 0 by norm_num, mul_zero] at h
  refine h.congr' ?_
  filter_upwards [eventually_ne_atTop (0 : ℝ)] with T hT
  field_simp

/-- For two levels separated by `W`, `T² C(T)` tends to `W²/4` as the temperature grows. -/
theorem two_level_sharp (a W : ℝ) :
    Tendsto (fun T => T ^ 2 * heatCapacity ![a, a + W] T) atTop (𝓝 (W ^ 2 / 4)) := by
  convert tendsto_sq_mul_heatCapacity ![a, a + W] using 2
  simp only [Fin.sum_univ_two, Fintype.card_fin, Matrix.cons_val_zero, Matrix.cons_val_one]
  ring

end

end GibbsHeatCapacityBound
```

```lean
#print axioms GibbsHeatCapacityBound.variance_eq_iff
-- 'GibbsHeatCapacityBound.variance_eq_iff' depends on axioms: [propext, Classical.choice, Quot.sound]
#print axioms GibbsHeatCapacityBound.heatCapacity_le
-- 'GibbsHeatCapacityBound.heatCapacity_le' depends on axioms: [propext, Classical.choice, Quot.sound]
#print axioms GibbsHeatCapacityBound.tendsto_heatCapacity_zero
-- 'GibbsHeatCapacityBound.tendsto_heatCapacity_zero' depends on axioms: [propext, Classical.choice, Quot.sound]
#print axioms GibbsHeatCapacityBound.two_level_sharp
-- 'GibbsHeatCapacityBound.two_level_sharp' depends on axioms: [propext, Classical.choice, Quot.sound]
```

## How the bound and its equality case are proved

`gibbs_normalised` supplies positivity and normalisation of the weights. It takes the common denominator out of the sum and divides the partition function by itself.

`variance_identity` organises the algebra slightly differently from the midpoint calculation. Its intermediate equation `key` adds the variance to the average of $(E_i-a)(a+W-E_i)$. The terms in $E_i^2$ cancel, leaving only multiples of $\sum_i w_iE_i$ and $\sum_i w_i$. The tactic `ring` checks this term by term. Replacing the two sums by $U$ and $1$ leaves a polynomial identity, which `linear_combination key` closes.

`variance_le` proves that the subtracted average is nonnegative, one term at a time, and `linarith` combines this with the nonnegative square.

In `variance_eq_iff`, the forward direction first shows that both subtracted terms are zero. A sum of nonnegative terms vanishes only if each term does, and positivity of the weight rules out the case in which the weight is the zero factor. Each level is therefore at an edge. The reverse direction substitutes the two conditions into the identity.

## How the derivative and the limits are proved

`hasDerivAt_meanEnergy` follows the differentiation above: `hB` treats the exponentials, `hZ` the partition function, `hw` the weights and `hsum` the mean energy. A final regrouping of sums identifies the result as minus the variance.

`heatCapacity_eq` composes this derivative with that of $T\mapsto T^{-1}$. Lean's `deriv` returns zero where a function is not differentiable, so it matters that the proof first establishes a genuine derivative through `HasDerivAt`. `heatCapacity_le` then divides the variance bounds by $T^2$.

`tendsto_sq_mul_heatCapacity` proves continuity of the weights, the mean energy and the variance in turn. The facts `w0`, `U0` and `V0` evaluate them at $b=0$. Composition with $T^{-1}\to0$ gives the limit of the variance, which agrees with $T^2C(T)$ once $T\neq0$; `filter_upwards` restricts the comparison to such temperatures.

`tendsto_heatCapacity_zero` multiplies that limit by the limit of $T^{-2}$. `two_level_sharp` applies the general high-temperature theorem to the list `![a, a + W]`, and `ring` evaluates the equally weighted variance as $W^2/4$.
